# Linear mixing conserves charge for all equal-charge inputs and outputs exactly when the charged components share one factor

## Charge weights and mixing factors

In an ultrasoft pseudopotential calculation the electron density has a smooth part, stored on a grid, and an augmentation part, fixed by atomic occupancies. A state is a finite list of real numbers \(x_i\) that contains both the smooth density values and the occupancies. Component \(i\) carries the charge \(q_i\) per unit, counted in electrons: a volume element for a grid value, the integral of an augmentation function for an occupancy. The total charge is

\[
Q(x)=\sum_i q_i x_i .
\]

The weights \(q_i\) may have either sign or vanish. A complex off-diagonal occupancy enters through its real and imaginary parts, with weights that account for both members of the Hermitian pair.

A step of the self-consistency cycle takes an input \(x\) and an output \(y\). Linear mixing with a factor \(a_i\) for each component forms the state with components \(x_i+a_i(y_i-x_i)\). The difference \(d=y-x\) is the residual. A mixing rule conserves charge if, for every pair with \(Q(x)=Q(y)\), the mixed state also has the charge \(Q(x)\).

**Claim.** Component-wise mixing with fixed factors conserves charge if and only if \(a_i=a_j\) whenever \(q_i\neq0\) and \(q_j\neq0\). If the components are themselves channel charges, all \(q_i=1\), and all factors must be equal.

For linear mixing of a smooth grid density and occupancies, this means that separate factors for the two sets will in general change the electron number, unless the charge is restored afterwards.

## Neutral residuals fix the factors

Consider any rule \(M\) that changes the total by a linear functional of the residual:

\[
Q(M(x,y))=Q(x)+\sum_j p_j(y_j-x_j).
\]

Such a rule conserves charge exactly when there is a number \(c\) with \(p_j=c\,q_j\) for all \(j\).

If \(p_j=c\,q_j\), the change is \(c\,(Q(y)-Q(x))\), which vanishes for equal totals.

Conversely, let \(M\) conserve charge, and let \(d\) be neutral, \(\sum_i q_id_i=0\). The pair \(x=0\), \(y=d\) has equal totals, so \(\sum_i p_id_i=0\). Suppose first that some \(q_k\neq0\). For any \(j\), with \(e_j\) the unit vector of component \(j\), take

\[
d=q_k e_j-q_j e_k,\qquad \sum_i q_id_i=q_jq_k-q_kq_j=0 .
\]

This residual is neutral for every \(j\); if \(j\neq k\) and \(q_j\neq0\), it moves charge between components \(j\) and \(k\). It gives \(p_jq_k-p_kq_j=0\), hence \(p_j=(p_k/q_k)\,q_j\), and \(c=p_k/q_k\). If instead all \(q_i\) vanish, every residual is neutral; \(d=e_j\) gives \(p_j=0\), and \(c=0\) works.

For component-wise mixing,

\[
\sum_i q_i\bigl(x_i+a_i(y_i-x_i)\bigr)=Q(x)+\sum_j q_ja_j(y_j-x_j),
\]

so \(p_j=q_ja_j\). The condition \(q_ja_j=c\,q_j\) says \(a_j=c\) for every charged component and nothing about the others. Conversely, if the charged components share a factor, that factor serves as \(c\); if there are none, \(c=0\) does. This proves the claim.

The requirement of equal totals matters even for a single channel. With \(q=1\), \(x=0\), \(y=1\) and \(a=1/2\), all factors are trivially equal, yet the total changes from \(0\) to \(1/2\). Without that requirement, a common factor does not guarantee that the input charge is kept.

## Preconditioners, separate factors and whole cycles

A matrix \(P\) acting on the residual gives \(p_j=\sum_i q_iP_{ij}\). Charge is therefore conserved exactly when \(\sum_i q_iP_{ij}=c\,q_j\) for some \(c\) and all \(j\). For \(q\neq0\) this says that \(q\) is a left eigenvector of \(P\).

Now let the grid have factor \(a\) and the occupancies factor \(b\). Write \(S\) and \(T\) for the changes of smooth and augmentation charge from input to output. Equal totals mean \(S+T=0\), so the charge error is

\[
aS+bT=(a-b)S .
\]

Its sign decides whether electrons are lost or gained.

Finally, let \(F\) map an input to an output of the same charge, and let step \(n\) use one factor \(\alpha_n\) for all components. Then

\[
Q(x_{n+1})=Q(x_n)+\alpha_n\bigl(Q(F(x_n))-Q(x_n)\bigr)=Q(x_n),
\]

and induction gives \(Q(x_n)=Q(x_0)\) for every \(n\).

## States, charge and mixing rules in Lean

The finite type `ι` labels the components, and a state is a function `ι → ℝ`. The second type `κ` will label the occupancies when they are separated from the grid.

```lean
import Mathlib

open Finset

namespace AugmentationChargeMixing

variable {ι κ : Type*} [Fintype ι] [Fintype κ]
```

The total charge \(Q(x)\) is `totalCharge q x`. The weights `q` are arbitrary real numbers; their origin in volume elements and augmentation integrals is an interpretation.

```lean
/-- Total charge of a state `x` whose component `i` (a grid density value or an atomic
occupancy) carries the charge `q i` per unit. -/
def totalCharge (q x : ι → ℝ) : ℝ := ∑ i, q i * x i
```

The next two definitions are the component-wise and the preconditioned update. In both, the factors or matrix entries are fixed before the input and output are given.

```lean
/-- Linear mixing of input `x` and output `y` with a separate factor `a i` for each component. -/
def mix (a x y : ι → ℝ) : ι → ℝ := fun i => x i + a i * (y i - x i)

/-- Preconditioned mixing: the matrix `P` acts on the residual `y - x` before it is added
to the input. -/
def precondMix (P : Matrix ι ι ℝ) (x y : ι → ℝ) : ι → ℝ :=
  fun i => x i + ∑ j, P i j * (y j - x j)
```

Conservation is a property of a rule `M`, required for all pairs of equal charge. A rule that fails it may still keep the charge for particular pairs, for instance when \(x=y\).

```lean
/-- A mixing rule conserves charge if, for every input and output of equal total charge,
the mixed state has that total charge too. -/
def ConservesCharge (q : ι → ℝ) (M : (ι → ℝ) → (ι → ℝ) → ι → ℝ) : Prop :=
  ∀ x y, totalCharge q x = totalCharge q y → totalCharge q (M x y) = totalCharge q x
```

## The criterion and its channel form

The first theorem is the expansion that identifies \(p_j=q_ja_j\). The two sums are combined into one and compared term by term.

```lean
/-- Mixing changes the total charge by the sum of the residuals, each weighted with its
charge and its mixing factor. -/
theorem totalCharge_mix (q a x y : ι → ℝ) :
    totalCharge q (mix a x y) = totalCharge q x + ∑ j, q j * a j * (y j - x j) := by
  simp only [totalCharge, mix]
  rw [← Finset.sum_add_distrib]
  exact Finset.sum_congr rfl fun i _ => by ring
```

The general criterion takes the linear form of the charge change as its hypothesis `hM`. In the forward direction, `H'` is the statement about neutral residuals, obtained from the pair `0`, `d`. The case distinction asks whether some `q k` is nonzero. If so, the proof constructs the test residual together with its pairing with an arbitrary `f`, which is used once for `q` and once for `p`. If all weights vanish, `Pi.single j 1` plays the part of \(e_j\). In the backward direction, `e` rewrites the change as \(c\,(Q(y)-Q(x))\).

```lean
/-- If a mixing rule changes the total charge by a linear functional `p` of the residual,
then it conserves charge exactly when `p` is a multiple of the charge weights `q`. -/
theorem conserves_iff_proportional (q p : ι → ℝ) (M : (ι → ℝ) → (ι → ℝ) → ι → ℝ)
    (hM : ∀ x y, totalCharge q (M x y) = totalCharge q x + ∑ j, p j * (y j - x j)) :
    ConservesCharge q M ↔ ∃ c : ℝ, ∀ j, p j = c * q j := by
  classical
  constructor
  · intro H
    -- every neutral residual must leave the total unchanged
    have H' : ∀ d : ι → ℝ, ∑ i, q i * d i = 0 → ∑ i, p i * d i = 0 := by
      intro d hd
      have h1 := H 0 d (by simp [totalCharge, hd])
      rw [hM] at h1
      simpa using h1
    by_cases h : ∃ k, q k ≠ 0
    · obtain ⟨k, hk⟩ := h
      refine ⟨p k / q k, fun j => ?_⟩
      -- neutral test residual: the charge changes from its `j` and `k` terms cancel
      obtain ⟨d, hd⟩ : ∃ d : ι → ℝ, ∀ f : ι → ℝ,
          ∑ i, f i * d i = f j * q k - f k * q j :=
        ⟨fun i => q k * (if i = j then 1 else 0) - q j * (if i = k then 1 else 0),
          fun f => by simp [mul_sub, Finset.sum_sub_distrib]⟩
      have e := H' d (by rw [hd]; ring)
      rw [hd] at e
      rw [div_mul_eq_mul_div, eq_div_iff hk]
      linarith
    · have hq : ∀ i, q i = 0 := fun i => by_contra fun hi => h ⟨i, hi⟩
      refine ⟨0, fun j => ?_⟩
      have e := H' (Pi.single j 1) (by simp [hq])
      simpa [Pi.single_apply] using e
  · rintro ⟨c, hc⟩ x y hxy
    have e : ∑ j, p j * (y j - x j) = c * (totalCharge q y - totalCharge q x) := by
      unfold totalCharge
      rw [← Finset.sum_sub_distrib, Finset.mul_sum]
      exact Finset.sum_congr rfl fun j _ => by rw [hc j]; ring
    rw [hM, e, hxy]
    ring
```

For component-wise mixing, the criterion is applied with `fun j => q j * a j`. Cancelling the nonzero weight with `mul_left_cancel₀` shows that each charged component has factor `c`; the converse takes `c` from one charged component, if there is any. Occupancies whose augmentation integral vanishes may thus be mixed with any factor.

```lean
/-- Component-wise mixing conserves charge if and only if all components that carry charge
share the same mixing factor. -/
theorem mix_conserves_iff (q a : ι → ℝ) :
    ConservesCharge q (mix a) ↔ ∀ i j, q i ≠ 0 → q j ≠ 0 → a i = a j := by
  rw [conserves_iff_proportional q (fun j => q j * a j) (mix a) (totalCharge_mix q a)]
  constructor
  · rintro ⟨c, hc⟩ i j hi hj
    have h : ∀ k, q k ≠ 0 → a k = c := fun k hk =>
      mul_left_cancel₀ hk ((hc k).trans (mul_comm _ _))
    rw [h i hi, h j hj]
  · intro h
    by_cases hq : ∃ k, q k ≠ 0
    · obtain ⟨k, hk⟩ := hq
      refine ⟨a k, fun j => ?_⟩
      show q j * a j = a k * q j
      by_cases hj : q j = 0
      · simp [hj]
      · rw [h j k hj hk, mul_comm]
    · have h0 : ∀ i, q i = 0 := fun i => by_contra fun hi => hq ⟨i, hi⟩
      exact ⟨0, fun j => by simp [h0 j]⟩
```

Setting every weight to one gives the statement for channel charges, written out without the auxiliary definitions.

```lean
/-- For charge split into finitely many channels, mixing preserves the total for every input
and output of equal totals if and only if all channels have the same mixing factor. -/
theorem channel_mixing_conserves_iff (a : ι → ℝ) :
    (∀ x y : ι → ℝ, ∑ i, x i = ∑ i, y i →
      ∑ i, (x i + a i * (y i - x i)) = ∑ i, x i) ↔ ∀ i j, a i = a j := by
  have h := mix_conserves_iff (fun _ : ι => (1 : ℝ)) a
  simpa [ConservesCharge, totalCharge, mix] using h
```

## The preconditioner and the size of the error

For a preconditioner, the work lies in exchanging the two sums, so that the change of charge appears as a functional of the residual. The existence of `c` is stated directly, which includes the case where all weights vanish.

```lean
/-- Preconditioned mixing conserves charge if and only if the preconditioner, acting from the
right on the row of charge weights, returns a multiple of that row. -/
theorem precondMix_conserves_iff (q : ι → ℝ) (P : Matrix ι ι ℝ) :
    ConservesCharge q (precondMix P) ↔ ∃ c : ℝ, ∀ j, ∑ i, q i * P i j = c * q j := by
  refine conserves_iff_proportional q (fun j => ∑ i, q i * P i j) (precondMix P) ?_
  intro x y
  simp only [totalCharge, precondMix, mul_add, Finset.sum_add_distrib, Finset.mul_sum,
    Finset.sum_mul]
  congr 1
  rw [Finset.sum_comm]
  exact Finset.sum_congr rfl fun j _ => Finset.sum_congr rfl fun i _ => by ring
```

In the error formula, a component belongs to `ι ⊕ κ`: `Sum.inl` marks a grid value and `Sum.inr` an occupancy. The function `Sum.elim` assigns factor `a` to the first kind and `b` to the second. The steps `hS` and `hT` pull out the factors, giving \(aS\) and \(bT\), and `hST` is \(S+T=0\). The last line subtracts \(b\) times this relation. The grid here holds only the smooth density; if it held the full augmented density, the occupancies would have weight zero in the total.

```lean
/-- With factor `a` for the grid density and `b` for the atomic occupancies, and equal total
charges of input and output, the charge error of mixing is `a - b` times the change of the
smooth charge from input to output. -/
theorem grid_occupancy_charge_error (q x y : ι ⊕ κ → ℝ) (a b : ℝ)
    (h : totalCharge q x = totalCharge q y) :
    totalCharge q (mix (Sum.elim (fun _ => a) (fun _ => b)) x y) - totalCharge q x =
      (a - b) * ∑ i : ι, q (Sum.inl i) * (y (Sum.inl i) - x (Sum.inl i)) := by
  have hS : ∑ i : ι, q (Sum.inl i) * a * (y (Sum.inl i) - x (Sum.inl i)) =
      a * ∑ i : ι, q (Sum.inl i) * (y (Sum.inl i) - x (Sum.inl i)) := by
    rw [Finset.mul_sum]
    exact Finset.sum_congr rfl fun i _ => by ring
  have hT : ∑ k : κ, q (Sum.inr k) * b * (y (Sum.inr k) - x (Sum.inr k)) =
      b * ∑ k : κ, q (Sum.inr k) * (y (Sum.inr k) - x (Sum.inr k)) := by
    rw [Finset.mul_sum]
    exact Finset.sum_congr rfl fun k _ => by ring
  -- what the grid gains, the augmentation charge loses
  have hST : ∑ i : ι, q (Sum.inl i) * (y (Sum.inl i) - x (Sum.inl i)) +
      ∑ k : κ, q (Sum.inr k) * (y (Sum.inr k) - x (Sum.inr k)) = 0 := by
    simp only [totalCharge, Fintype.sum_sum_type] at h
    simp only [mul_sub, Finset.sum_sub_distrib]
    linarith
  rw [totalCharge_mix, Fintype.sum_sum_type]
  simp only [Sum.elim_inl, Sum.elim_inr]
  rw [hS, hT]
  linear_combination b * hST
```

## A cycle with one factor per step

The sequence `α` is arbitrary, so the factor may change from step to step. The induction step applies `mix_conserves_iff` to a constant factor and then uses `hF` at the current iterate.

The hypothesis `hF` stands for electron conservation in the output map, and it is assumed for every state `z`. An actual calculation usually fills a fixed number \(N\) of electrons whatever the input charge, so its map satisfies this equality only on states of charge \(N\). The induction by hand still applies to it when the initial state has charge \(N\). Convergence of the cycle is a separate question.

```lean
/-- If the output map `F` preserves total charge and each step of the self-consistency cycle
uses one common mixing factor, then every iterate has the total charge of the initial state. -/
theorem scf_cycle_conserves (q : ι → ℝ) (F : (ι → ℝ) → ι → ℝ) (α : ℕ → ℝ)
    (x : ℕ → ι → ℝ) (hF : ∀ z, totalCharge q (F z) = totalCharge q z)
    (hx : ∀ n, x (n + 1) = mix (fun _ => α n) (x n) (F (x n))) (n : ℕ) :
    totalCharge q (x n) = totalCharge q (x 0) := by
  induction n with
  | zero => rfl
  | succ n ih =>
    have hc : ConservesCharge q (mix fun _ => α n) :=
      (mix_conserves_iff q _).2 fun _ _ _ _ => rfl
    rw [hx n, hc (x n) (F (x n)) (hF (x n)).symm, ih]

end AugmentationChargeMixing
```

```lean
#print axioms AugmentationChargeMixing.channel_mixing_conserves_iff
#print axioms AugmentationChargeMixing.precondMix_conserves_iff
#print axioms AugmentationChargeMixing.grid_occupancy_charge_error
#print axioms AugmentationChargeMixing.scf_cycle_conserves
```

```
'AugmentationChargeMixing.channel_mixing_conserves_iff' depends on axioms: [propext, Classical.choice, Quot.sound]
'AugmentationChargeMixing.precondMix_conserves_iff' depends on axioms: [propext, Classical.choice, Quot.sound]
'AugmentationChargeMixing.grid_occupancy_charge_error' depends on axioms: [propext, Classical.choice, Quot.sound]
'AugmentationChargeMixing.scf_cycle_conserves' depends on axioms: [propext, Classical.choice, Quot.sound]
```
